# With its optimal exponent, one kinetically balanced Slater function gives Sommerfeld's 1s energy

Atomic units are used throughout: $c$ is the speed of light, $Z$ the charge of a fixed point nucleus, and energies include the rest energy $c^2$ of the single electron. $Z$ may be any real number, not only an integer. The radial functions $G$ (large component) and $F$ (small component) are real and have the factor $1/r$ of the full spinor taken out, so the volume element is simply $dr$ on $r>0$.

```lean
import Mathlib

open MeasureTheory Set

namespace SlaterKineticBalance

noncomputable section
```

## Trial functions and energy

The large component is built from the 1s Slater function with exponent $z$,

$$s_z(r) = r\,e^{-zr}.$$

```lean
/-- The radial 1s Slater function `r exp(-z r)` with exponent `z`. -/
def slater (z r : ℝ) : ℝ := r * Real.exp (-(z * r))
```

Its partner for the small component is $-z\,s_z(r)$. It is defined here by this closed form, and its origin in kinetic balance is derived below.

```lean
/-- The radial small-component function paired with the Slater function of exponent `z`. -/
def balancedSmall (z r : ℝ) : ℝ := -z * slater z r
```

For $s_{1/2}$ states the relativistic angular quantum number is $\kappa=-1$. The radial Dirac-Coulomb energy is then

$$E[G,F]=\int_0^\infty \Big\{ G\Big[\Big(c^2-\frac Zr\Big)G-c\Big(F'+\frac Fr\Big)\Big]+F\Big[c\Big(G'-\frac Gr\Big)-\Big(c^2+\frac Zr\Big)F\Big]\Big\}\,dr .$$

In Lean the derivatives are `deriv` and the half-line is `Ioi 0`.

```lean
/-- The energy integral of the radial Dirac-Coulomb Hamiltonian with `κ = -1`, rest energy
included, for large component `G` and small component `F`. -/
def diracEnergy (c Z : ℝ) (G F : ℝ → ℝ) : ℝ :=
  ∫ r in Ioi (0 : ℝ), (G r * ((c ^ 2 - Z / r) * G r - c * (deriv F r + F r / r))
    + F r * (c * (deriv G r - G r / r) - (c ^ 2 + Z / r) * F r))
```

The squared norm is $N[G,F]=\int_0^\infty (G^2+F^2)\,dr$, and the expectation value is $E/N$.

```lean
/-- The squared norm of a pair of radial components. -/
def radialNorm (G F : ℝ → ℝ) : ℝ := ∫ r in Ioi (0 : ℝ), (G r ^ 2 + F r ^ 2)
```

The function of the exponent to be minimised is

$$W(z)=c\sqrt{c^2+z^2}-Zz .$$

It is first written down as a formula, and the two-function problem below shows that it is an energy level.

```lean
/-- The balanced one-Slater-function energy as a function of the exponent `z`. -/
def balancedEnergy (c Z z : ℝ) : ℝ := c * √(c ^ 2 + z ^ 2) - Z * z
```

The reference value is Sommerfeld's formula, with principal quantum number $n$ and $k=j+\tfrac12$:

$$E_{n,k}=\frac{c^2}{\sqrt{1+\dfrac{(Z/c)^2}{\big(n-k+\sqrt{k^2-(Z/c)^2}\big)^2}}}.$$

It enters as a definition; that for $0<Z<c$ it gives the bound levels of the Dirac-Coulomb operator, with the ground state at $n=k=1$, is taken from the known solution of that problem and not derived here.

```lean
/-- Sommerfeld's fine-structure formula, rest energy included, with principal quantum number
`n` and `k = j + 1/2`. -/
def sommerfeldEnergy (c Z n k : ℝ) : ℝ :=
  c ^ 2 / √(1 + (Z / c) ^ 2 / (n - k + √(k ^ 2 - (Z / c) ^ 2)) ^ 2)
```

## Kinetic balance of the Slater pair

The product rule gives

$$s_z'(r)=e^{-zr}-zr\,e^{-zr}.$$

The Lean proof combines the derivatives of $r$ and of the exponential in the same way.

```lean
/-- The radial derivative of the Slater function. -/
theorem hasDerivAt_slater (z r : ℝ) :
    HasDerivAt (slater z) (Real.exp (-(z * r)) - z * r * Real.exp (-(z * r))) r := by
  have h1 : HasDerivAt (fun x : ℝ => -(z * x)) (-z) r :=
    (((hasDerivAt_id' r).const_mul z).fun_neg).congr_deriv (by ring)
  have h2 := (hasDerivAt_id' r).fun_mul h1.exp
  exact h2.congr_deriv (by ring)
```

Since $s_z/r=e^{-zr}$, subtraction leaves

$$s_z'-\frac{s_z}{r}=-zr\,e^{-zr}=-z\,s_z .$$

This is the kinetic-balance condition: the small-component function is the image of the large one under the radial form of $\boldsymbol\sigma\cdot\mathbf p$, up to a constant that the free amplitude absorbs. The theorem states it for every $r\neq0$, which includes the physical range.

```lean
/-- Kinetic balance: for `r ≠ 0` the small-component function is `d/dr - 1/r` applied to the
Slater function. -/
theorem kinetic_balance (z : ℝ) {r : ℝ} (hr : r ≠ 0) :
    balancedSmall z r = deriv (slater z) r - slater z r / r := by
  rw [(hasDerivAt_slater z r).deriv]
  have h : slater z r / r = Real.exp (-(z * r)) := by
    unfold slater
    exact mul_div_cancel_left₀ _ hr
  rw [h]
  unfold balancedSmall slater
  ring
```

## The radial integrals

For $z>0$, the Gamma-function integral gives

$$\int_0^\infty r\,e^{-2zr}dr=\frac1{4z^2},\qquad \int_0^\infty r^2e^{-2zr}dr=\frac{2}{(2z)^3}=\frac1{4z^3}.$$

With real coefficients $A$ and $B$, linearity yields $A/(4z^2)+B/(4z^3)$ for the integrand $(Ar+Br^2)e^{-2zr}$. Splitting the integral requires integrability. Lean assigns the value zero to the integral of a non-integrable function, so the non-zero values just found establish it.

```lean
/-- The radial integrals of `r exp(-2 z r)` and `r² exp(-2 z r)`, in an arbitrary linear
combination. -/
theorem slater_integral {z : ℝ} (hz : 0 < z) (A B : ℝ) :
    ∫ r in Ioi (0 : ℝ), (A * r + B * r ^ 2) * Real.exp (-(2 * z * r))
      = A / (4 * z ^ 2) + B / (4 * z ^ 3) := by
  have h1 : ∫ r in Ioi (0 : ℝ), r * Real.exp (-(2 * z * r)) = 1 / (4 * z ^ 2) := by
    have h := Real.integral_rpow_mul_exp_neg_mul_Ioi (a := 2) (r := 2 * z)
      (by norm_num) (by positivity)
    rw [show (2 : ℝ) - 1 = 1 by norm_num] at h
    simp only [Real.rpow_one, Real.rpow_two, Real.Gamma_two] at h
    rw [h]
    ring
  have h2 : ∫ r in Ioi (0 : ℝ), r ^ 2 * Real.exp (-(2 * z * r)) = 1 / (4 * z ^ 3) := by
    have h := Real.integral_rpow_mul_exp_neg_mul_Ioi (a := 3) (r := 2 * z)
      (by norm_num) (by positivity)
    have g3 : Real.Gamma 3 = 2 := by
      rw [show (3 : ℝ) = 2 + 1 by norm_num, Real.Gamma_add_one (by norm_num),
        Real.Gamma_two, mul_one]
    have p3 : (1 / (2 * z)) ^ (3 : ℝ) = (1 / (2 * z)) ^ 3 := by
      exact_mod_cast Real.rpow_natCast (1 / (2 * z)) 3
    rw [show (3 : ℝ) - 1 = 2 by norm_num, g3, p3] at h
    simp only [Real.rpow_two] at h
    rw [h]
    ring
  -- a non-zero integral certifies integrability
  have i1 : Integrable (fun r : ℝ => r * Real.exp (-(2 * z * r)))
      (volume.restrict (Ioi 0)) := by
    by_contra hn
    have h0 : 1 / (4 * z ^ 2) = 0 := h1.symm.trans (integral_undef hn)
    have : 0 < 1 / (4 * z ^ 2) := by positivity
    linarith
  have i2 : Integrable (fun r : ℝ => r ^ 2 * Real.exp (-(2 * z * r)))
      (volume.restrict (Ioi 0)) := by
    by_contra hn
    have h0 : 1 / (4 * z ^ 3) = 0 := h2.symm.trans (integral_undef hn)
    have : 0 < 1 / (4 * z ^ 3) := by positivity
    linarith
  calc ∫ r in Ioi (0 : ℝ), (A * r + B * r ^ 2) * Real.exp (-(2 * z * r))
      = ∫ r in Ioi (0 : ℝ), (A * (r * Real.exp (-(2 * z * r)))
          + B * (r ^ 2 * Real.exp (-(2 * z * r)))) := by
        refine integral_congr_ae (Filter.Eventually.of_forall fun r => ?_)
        dsimp only
        ring
    _ = A / (4 * z ^ 2) + B / (4 * z ^ 3) := by
        rw [integral_add (i1.const_mul A) (i2.const_mul B), integral_const_mul,
          integral_const_mul, h1, h2]
        ring
```

Now take $G=a\,s_z$ and $F=-bz\,s_z$ with real amplitudes $a$ and $b$. The two coupling terms of the energy density are

$$-cG\Big(F'+\frac Fr\Big)=cab\,(2zr-z^2r^2)e^{-2zr},\qquad cF\Big(G'-\frac Gr\Big)=cab\,z^2r^2e^{-2zr}.$$

Their sum is $2cabz\,r\,e^{-2zr}$. The diagonal terms are $a^2(c^2r^2-Zr)e^{-2zr}$ and $-b^2z^2(c^2r^2+Zr)e^{-2zr}$. Integration gives

$$E=\frac{(c^2-Zz)a^2+2cz^2ab-(c^2+Zz)z^2b^2}{4z^3},\qquad N=\frac{a^2+z^2b^2}{4z^3}.$$

The proof follows this order: `setIntegral_congr_fun` replaces the integrand by its simplified form on $r>0$, and `slater_integral` evaluates it.

```lean
/-- Energy and squared norm of the trial pair with amplitude `a` on the Slater function and `b`
on its balanced partner. -/
theorem trial_integrals (c Z a b : ℝ) {z : ℝ} (hz : 0 < z) :
    diracEnergy c Z (fun r => a * slater z r) (fun r => b * balancedSmall z r)
      = ((c ^ 2 - Z * z) * a ^ 2 + 2 * c * z ^ 2 * a * b
          - (c ^ 2 + Z * z) * z ^ 2 * b ^ 2) / (4 * z ^ 3) ∧
    radialNorm (fun r => a * slater z r) (fun r => b * balancedSmall z r)
      = (a ^ 2 + z ^ 2 * b ^ 2) / (4 * z ^ 3) := by
  have q (r : ℝ) : Real.exp (-(2 * z * r)) = Real.exp (-(z * r)) ^ 2 := by
    rw [sq, ← Real.exp_add]
    congr 1
    ring
  constructor
  · unfold diracEnergy
    refine (setIntegral_congr_fun measurableSet_Ioi
      (g := fun r => ((-Z * a ^ 2 + 2 * c * a * b * z - Z * z ^ 2 * b ^ 2) * r
        + (c ^ 2 * a ^ 2 - c ^ 2 * z ^ 2 * b ^ 2) * r ^ 2) * Real.exp (-(2 * z * r)))
      ?_).trans ?_
    · intro r hr
      have hr0 : r ≠ 0 := ne_of_gt hr
      have dG := ((hasDerivAt_slater z r).const_mul a).deriv
      have dF : deriv (fun r => b * balancedSmall z r) r
          = b * (-z * (Real.exp (-(z * r)) - z * r * Real.exp (-(z * r)))) :=
        (((hasDerivAt_slater z r).const_mul (-z)).const_mul b).deriv
      dsimp only
      rw [dG, dF, q r]
      simp only [balancedSmall, slater]
      generalize Real.exp (-(z * r)) = e
      field_simp
      ring
    · rw [slater_integral hz]
      field_simp
      ring
  · unfold radialNorm
    refine (setIntegral_congr_fun measurableSet_Ioi
      (g := fun r => (0 * r + (a ^ 2 + z ^ 2 * b ^ 2) * r ^ 2) * Real.exp (-(2 * z * r)))
      ?_).trans ?_
    · intro r _
      dsimp only
      rw [q r]
      simp only [balancedSmall, slater]
      ring
    · rw [slater_integral hz]
      ring
```

## The upper level of the two-function problem

In the normalised basis, with coordinates proportional to $a$ and $zb$, the Hamiltonian matrix is

$$\begin{pmatrix}c^2-Zz & cz\\ cz & -c^2-Zz\end{pmatrix}.$$

Its upper, electronic eigenvalue is $W(z)$. To see this without diagonalising, put $S=\sqrt{c^2+z^2}$. The common factor $1/(4z^3)$ cancels from $E/N$, and $E/N\le cS-Zz$ amounts to $cQ\ge0$, where

$$Q=(S-c)a^2-2z^2ab+(S+c)z^2b^2 .$$

Because $S^2-c^2=z^2$,

$$(S+c)\,Q=\big(za-(S+c)zb\big)^2\ge0 .$$

Equality holds at $a=c+S$, $b=1$. This vector has squared norm $S(S+c)/(2z^3)$, so the normalised amplitudes are $a=\sqrt{2z^3(S+c)/S}$ and $b=\sqrt{2z^3/(S(S+c))}$.

`IsGreatest` expresses both halves: $W(z)$ is the expectation value of some non-zero combination, and no non-zero combination exceeds it. The theorem assumes $c>0$ and $z>0$ and puts no condition on $Z$. It concerns the maximum over amplitudes at fixed $z$; the minimisation over $z$ comes afterwards.

```lean
/-- The balanced energy is the largest energy expectation value among all non-zero combinations
of the Slater function and its balanced partner. -/
theorem balancedEnergy_isGreatest {c z : ℝ} (Z : ℝ) (hc : 0 < c) (hz : 0 < z) :
    IsGreatest {e | ∃ a b : ℝ, (a ≠ 0 ∨ b ≠ 0) ∧
      e = diracEnergy c Z (fun r => a * slater z r) (fun r => b * balancedSmall z r)
        / radialNorm (fun r => a * slater z r) (fun r => b * balancedSmall z r)}
      (balancedEnergy c Z z) := by
  have hS : √(c ^ 2 + z ^ 2) ^ 2 = c ^ 2 + z ^ 2 := Real.sq_sqrt (by positivity)
  have hS0 : 0 < √(c ^ 2 + z ^ 2) := Real.sqrt_pos.mpr (by positivity)
  have h4 : 4 * z ^ 3 ≠ 0 := by positivity
  unfold balancedEnergy
  generalize √(c ^ 2 + z ^ 2) = S at *
  constructor
  · -- the upper eigenvector attains the value
    refine ⟨c + S, 1, Or.inr one_ne_zero, ?_⟩
    have hN : (c + S) ^ 2 + z ^ 2 * 1 ^ 2 ≠ 0 := by positivity
    rw [(trial_integrals c Z (c + S) 1 hz).1, (trial_integrals c Z (c + S) 1 hz).2,
      div_div_div_cancel_right₀ h4, eq_div_iff hN]
    linear_combination c * (c + S) * hS
  · rintro e ⟨a, b, hab, rfl⟩
    have hN : 0 < a ^ 2 + z ^ 2 * b ^ 2 := by
      rcases hab with h | h <;> positivity
    rw [(trial_integrals c Z a b hz).1, (trial_integrals c Z a b hz).2,
      div_div_div_cancel_right₀ h4, div_le_iff₀ hN]
    -- `S + c` times this quadratic form is a complete square
    have hQ : 0 ≤ (S - c) * a ^ 2 - 2 * z ^ 2 * a * b + (S + c) * z ^ 2 * b ^ 2 := by
      refine le_of_mul_le_mul_left ?_ (add_pos hS0 hc)
      have e : (S + c) * ((S - c) * a ^ 2 - 2 * z ^ 2 * a * b + (S + c) * z ^ 2 * b ^ 2)
          = (z * a - (S + c) * z * b) ^ 2 := by
        linear_combination a ^ 2 * hS
      rw [e, mul_zero]
      exact sq_nonneg _
    nlinarith [mul_nonneg hc.le hQ]
```

## The optimal exponent

Let $0<Z<c$ and $R=\sqrt{c^2-Z^2}>0$. At $z_*=Zc/R$,

$$c^2+z_*^2=\frac{c^2(R^2+Z^2)}{R^2}=\frac{c^4}{R^2},\qquad W(z_*)=\frac{c^3}{R}-\frac{Z^2c}{R}=cR .$$

For any $z>0$, expanding and using $R^2=c^2-Z^2$ gives

$$c^2(c^2+z^2)-(cR+Zz)^2=(Rz-cZ)^2 .$$

The right-hand side is positive unless $z=z_*$. Since $c\sqrt{c^2+z^2}$ is positive, the inequality between squares passes to the quantities themselves, and $cR<W(z)$ for every other positive exponent.

The theorem's three parts say that $z_*$ is positive, that the energy there is $cR$, and that every other positive $z$ gives strictly more. In the proof, `linear_combination` checks the identity and `lt_of_pow_lt_pow_left₀` removes the squares.

```lean
/-- For `0 < Z < c` the balanced energy has the unique minimiser `Z c / √(c² - Z²)` among
positive exponents, with minimum `c √(c² - Z²)`. -/
theorem balancedEnergy_unique_min {c Z : ℝ} (hZ : 0 < Z) (hZc : Z < c) :
    0 < Z * c / √(c ^ 2 - Z ^ 2) ∧
    balancedEnergy c Z (Z * c / √(c ^ 2 - Z ^ 2)) = c * √(c ^ 2 - Z ^ 2) ∧
    ∀ z, 0 < z → z ≠ Z * c / √(c ^ 2 - Z ^ 2) →
      c * √(c ^ 2 - Z ^ 2) < balancedEnergy c Z z := by
  have hc : 0 < c := hZ.trans hZc
  have hp : 0 < c ^ 2 - Z ^ 2 := by nlinarith
  have hR : √(c ^ 2 - Z ^ 2) ^ 2 = c ^ 2 - Z ^ 2 := Real.sq_sqrt hp.le
  have hR0 : 0 < √(c ^ 2 - Z ^ 2) := Real.sqrt_pos.mpr hp
  generalize √(c ^ 2 - Z ^ 2) = R at *
  have hR2 : R ^ 2 ≠ 0 := by positivity
  refine ⟨by positivity, ?_, ?_⟩
  · have h : c ^ 2 + (Z * c / R) ^ 2 = (c ^ 2 / R) ^ 2 := by
      rw [div_pow, div_pow, eq_div_iff hR2, add_mul, div_mul_cancel₀ _ hR2]
      linear_combination c ^ 2 * hR
    unfold balancedEnergy
    rw [h, Real.sqrt_sq (by positivity),
      show c * (c ^ 2 / R) - Z * (Z * c / R) = c * (c ^ 2 - Z ^ 2) / R by ring, ← hR,
      div_eq_iff hR0.ne']
    ring
  · intro z hz hne
    have hS : √(c ^ 2 + z ^ 2) ^ 2 = c ^ 2 + z ^ 2 := Real.sq_sqrt (by positivity)
    have hd : R * z - c * Z ≠ 0 := by
      intro h
      apply hne
      rw [eq_div_iff hR0.ne']
      linarith
    have hsq : 0 < (R * z - c * Z) ^ 2 := by positivity
    -- the difference of the squares is the complete square `(R z - c Z)²`
    have e : (c * √(c ^ 2 + z ^ 2)) ^ 2 - (c * R + Z * z) ^ 2 = (R * z - c * Z) ^ 2 := by
      linear_combination c ^ 2 * hS - (c ^ 2 + z ^ 2) * hR
    have hlt : c * R + Z * z < c * √(c ^ 2 + z ^ 2) :=
      lt_of_pow_lt_pow_left₀ 2 (by positivity) (by linarith)
    unfold balancedEnergy
    linarith
```

## Agreement with Sommerfeld's formula

At $n=k=1$ the difference $n-k$ vanishes and $\sqrt{1-(Z/c)^2}=R/c$. Hence

$$E_{1,1}=\frac{c^2}{\sqrt{1+Z^2/R^2}}=\frac{c^2}{c/R}=cR=W(z_*).$$

For one electron in the field of a point nucleus with $0<Z<c$, a single balanced pair with optimised exponent therefore has no basis-set error in the 1s energy. The trial pair is not the exact eigenfunction, whose radial components are both proportional to $r^{R/c}e^{-Zr}$, so the agreement concerns the energy alone. A basis-set code run for this one-electron problem with this single pair should return $cR$ as its upper eigenvalue, rest energy included.

```lean
/-- For `0 < Z < c` Sommerfeld's formula at `n = 1`, `j + 1/2 = 1` equals the balanced energy at
the exponent `Z c / √(c² - Z²)`. -/
theorem sommerfeld_eq_balanced_min {c Z : ℝ} (hZ : 0 < Z) (hZc : Z < c) :
    sommerfeldEnergy c Z 1 1 = balancedEnergy c Z (Z * c / √(c ^ 2 - Z ^ 2)) := by
  rw [(balancedEnergy_unique_min hZ hZc).2.1]
  have hc : 0 < c := hZ.trans hZc
  have hp : 0 < c ^ 2 - Z ^ 2 := by nlinarith
  have hR : √(c ^ 2 - Z ^ 2) ^ 2 = c ^ 2 - Z ^ 2 := Real.sq_sqrt hp.le
  have hR0 : 0 < √(c ^ 2 - Z ^ 2) := Real.sqrt_pos.mpr hp
  generalize √(c ^ 2 - Z ^ 2) = R at *
  have h1 : (1 : ℝ) ^ 2 - (Z / c) ^ 2 = (R / c) ^ 2 := by
    field_simp
    linarith
  have h2 : 1 + (Z / c) ^ 2 / (R / c) ^ 2 = (c / R) ^ 2 := by
    field_simp
    linarith
  unfold sommerfeldEnergy
  rw [h1, Real.sqrt_sq (by positivity), sub_self, zero_add, h2,
    Real.sqrt_sq (by positivity)]
  field_simp
```

## No optimal exponent for $Z\ge c$

The condition $Z<c$ is sharp for positive $Z$. Let $0<z<w$, with $S=\sqrt{c^2+z^2}$ as before. Since $S>z$,

$$\big(S+(w-z)\big)^2>c^2+z^2+2z(w-z)+(w-z)^2=c^2+w^2 .$$

Thus $\sqrt{c^2+w^2}-S<w-z$, and for $Z\ge c>0$

$$W(w)-W(z)<c(w-z)-Z(w-z)\le0 .$$

The energy falls whenever the exponent grows, so no positive exponent minimises it. `StrictAntiOn` on `Ioi 0` states this strict decrease, and the proof establishes the square-root inequality before multiplying by $c$.

```lean
/-- For `Z ≥ c` the balanced energy decreases strictly with the exponent on `z > 0`. -/
theorem balancedEnergy_strictAnti {c Z : ℝ} (hc : 0 < c) (hcZ : c ≤ Z) :
    StrictAntiOn (balancedEnergy c Z) (Ioi 0) := by
  intro z hz w _ hzw
  have hz0 : 0 < z := hz
  have hlt : z < √(c ^ 2 + z ^ 2) := Real.lt_sqrt_of_sq_lt (by nlinarith)
  have hS : √(c ^ 2 + z ^ 2) ^ 2 = c ^ 2 + z ^ 2 := Real.sq_sqrt (by positivity)
  have hT : √(c ^ 2 + w ^ 2) ^ 2 = c ^ 2 + w ^ 2 := Real.sq_sqrt (by positivity)
  -- the square root grows more slowly than the exponent itself
  have h : √(c ^ 2 + w ^ 2) < √(c ^ 2 + z ^ 2) + (w - z) := by
    refine lt_of_pow_lt_pow_left₀ 2 (by linarith) ?_
    nlinarith [mul_pos (sub_pos.mpr hzw) (sub_pos.mpr hlt)]
  have h1 := mul_lt_mul_of_pos_left h hc
  have h2 := mul_nonneg (sub_nonneg.mpr hcZ) (sub_pos.mpr hzw).le
  unfold balancedEnergy
  nlinarith

end

end SlaterKineticBalance
```

```lean
#print axioms SlaterKineticBalance.kinetic_balance
#print axioms SlaterKineticBalance.balancedEnergy_isGreatest
#print axioms SlaterKineticBalance.sommerfeld_eq_balanced_min
#print axioms SlaterKineticBalance.balancedEnergy_strictAnti
```

```
'SlaterKineticBalance.kinetic_balance' depends on axioms: [propext, Classical.choice, Quot.sound]
'SlaterKineticBalance.balancedEnergy_isGreatest' depends on axioms: [propext, Classical.choice, Quot.sound]
'SlaterKineticBalance.sommerfeld_eq_balanced_min' depends on axioms: [propext, Classical.choice, Quot.sound]
'SlaterKineticBalance.balancedEnergy_strictAnti' depends on axioms: [propext, Classical.choice, Quot.sound]
```
